# For a single level with band energy kx, k > 0, Kohn's penalty α|x(1 − x)| puts the global minimum at x = 0 exactly when α ≥ k

Suppose a density matrix is found by minimising the band energy measured from the chemical potential, with no constraint on its eigenvalues. A level of energy $k>0$ should be empty, yet a negative occupation $x$ lowers $kx$ without limit. Adding the penalty $\alpha|x(1-x)|$ on the idempotency error bounds the energy from below for every $\alpha>0$, but the minimum stays at $x=0$ only if $\alpha$ is large enough. The question is how large.

In Lean 4 with Mathlib:

```lean
import Mathlib

open Finset

namespace KohnPenalty

noncomputable section
```

## One level above the chemical potential

The functional is $kx+\alpha|x(1-x)|$. In `kohn k α x` all three arguments are real numbers, so occupations outside $[0,1]$ are allowed. Here "Kohn's functional" means the version whose energy is linear in the occupation. If the energy is instead evaluated with the square of the density matrix, as $kx^2$, the empty level is a global minimum for every $\alpha\ge0$, so the threshold below does not apply to that version.

```lean
/-- Kohn's functional, in the version with energy linear in the occupation, for one level of energy
`k` (relative to the chemical potential) with occupation `x` and penalty strength `α`. -/
def kohn (k α x : ℝ) : ℝ := k * x + α * |x * (1 - x)|
```

Since $|y|\ge -y$, we have $|x(1-x)|\ge x^2-x$. For $0\le k\le\alpha$ this gives

$$kx+\alpha|x(1-x)|\ \ge\ kx+k|x(1-x)|\ \ge\ kx^2 .$$

The proof multiplies out the two inequalities as `h1` and `h2`, and `linarith` adds them.

```lean
/-- If `0 ≤ k ≤ α`, Kohn's functional lies above the parabola `k x²`. -/
theorem kohn_growth {k α : ℝ} (hk : 0 ≤ k) (h : k ≤ α) (x : ℝ) :
    k * x ^ 2 ≤ kohn k α x := by
  unfold kohn
  have h1 := mul_le_mul_of_nonneg_left (neg_le_abs (x * (1 - x))) hk
  have h2 := mul_le_mul_of_nonneg_right h (abs_nonneg (x * (1 - x)))
  linarith
```

The functional vanishes at $x=0$, so this bound makes $\alpha\ge k$ sufficient. Conversely, let $\alpha<k$ and put $t=(k-\alpha)/k>0$, so that $\alpha=k(1-t)$. At $x=-t$ the value is

$$-kt+k(1-t)\,t(1+t)=-kt^3<0 .$$

The theorem states the equivalence for $k>0$ and any real $\alpha$; its left side says that no real occupation has a lower value than $x=0$.

```lean
/-- Critical penalty strength: for a level of energy `k > 0`, the empty level `x = 0` is a global
minimum of Kohn's functional over all real occupations if and only if `α ≥ k`. -/
theorem kohn_min_iff {k α : ℝ} (hk : 0 < k) :
    (∀ x, kohn k α 0 ≤ kohn k α x) ↔ k ≤ α := by
  constructor
  · intro h
    by_contra hlt
    have hlt' : α < k := not_le.1 hlt
    -- the trial occupation `-t` lowers the functional by `k t³`
    obtain ⟨t, ht⟩ : ∃ t, t = (k - α) / k := ⟨_, rfl⟩
    have htpos : 0 < t := by
      rw [ht]
      exact div_pos (sub_pos.2 hlt') hk
    have htk : t * k = k - α := by
      rw [ht]
      exact div_mul_cancel₀ _ hk.ne'
    have hα : α = k - t * k := by linarith
    have h0 : kohn k α 0 = 0 := by simp [kohn]
    have h1 : kohn k α (-t) = -(k * t ^ 3) := by
      unfold kohn
      rw [show -t * (1 - -t) = -(t * (1 + t)) by ring, abs_neg,
        abs_of_pos (by positivity), hα]
      ring
    have h2 := h (-t)
    have h3 : 0 < k * t ^ 3 := by positivity
    linarith
  · intro h x
    have h0 : kohn k α 0 = 0 := by simp [kohn]
    rw [h0]
    exact le_trans (by positivity) (kohn_growth hk.le h x)
```

If $x\neq0$, then $kx^2>0$, so at or above the threshold the minimiser is unique.

```lean
/-- For `k > 0` and `α ≥ k`, every nonzero occupation has a strictly higher value of Kohn's
functional than the empty level. -/
theorem kohn_min_unique {k α x : ℝ} (hk : 0 < k) (h : k ≤ α) (hx : x ≠ 0) :
    kohn k α 0 < kohn k α x := by
  have h0 : kohn k α 0 = 0 := by simp [kohn]
  rw [h0]
  exact lt_of_lt_of_le (by positivity) (kohn_growth hk.le h x)
```

## Too weak a penalty

For $0<\alpha<k$, set $s=(k-\alpha)/(2\alpha)$, so $k=\alpha(1+2s)$. The same bound on the modulus gives

$$kx+\alpha|x(1-x)|\ge\alpha(x^2+2sx)=\alpha(x+s)^2-\alpha s^2 .$$

Equality holds at $x=-s$, where $x(1-x)$ is negative. The minimum is therefore $-\alpha s^2=-(k-\alpha)^2/(4\alpha)$. As $\alpha$ rises to $k$, the spurious occupation $-s$ and its energy both tend to zero.

The two halves of the conjunction are the value at $-s$ and the lower bound for every $x$; `nlinarith` receives the completed square.

```lean
/-- For a penalty `0 < α < k`, Kohn's functional attains its global minimum
`-(k - α)² / (4α)` at the negative occupation `-(k - α) / (2α)`. -/
theorem kohn_subcritical {k α : ℝ} (hα : 0 < α) (h : α < k) :
    kohn k α (-((k - α) / (2 * α))) = -((k - α) ^ 2 / (4 * α)) ∧
      ∀ x, -((k - α) ^ 2 / (4 * α)) ≤ kohn k α x := by
  obtain ⟨s, hs⟩ : ∃ s, s = (k - α) / (2 * α) := ⟨_, rfl⟩
  have hspos : 0 < s := by
    rw [hs]
    exact div_pos (sub_pos.2 h) (by positivity)
  have h2 : s * (2 * α) = k - α := by
    rw [hs]
    exact div_mul_cancel₀ _ (by positivity)
  have hk : k = α * (1 + 2 * s) := by linear_combination (-1) * h2
  have hv : (k - α) ^ 2 / (4 * α) = α * s ^ 2 := by
    rw [div_eq_iff (by positivity), ← h2]
    ring
  rw [← hs, hv]
  unfold kohn
  constructor
  · rw [abs_of_nonpos (by nlinarith [mul_pos hspos hspos])]
    linear_combination (-s) * hk
  · intro x
    -- complete the square
    have h3 := mul_le_mul_of_nonneg_left (neg_le_abs (x * (1 - x))) hα.le
    have h4 : k * x = α * (1 + 2 * s) * x := by linear_combination x * hk
    nlinarith [mul_nonneg hα.le (sq_nonneg (x + s))]
```

## A smooth penalty

Squaring the error, $kx+\alpha(x(1-x))^2$, removes the kink at $x=0$. The penalty then has zero slope there, so the total slope is $k>0$ and a small negative $x$ gives a negative value. The proof runs by contradiction: if no value were negative, $x=0$ would be a local minimum and its derivative $k$ would vanish.

```lean
/-- With the squared penalty `α (x(1 - x))²` and `k > 0`, some occupation lies below the value
zero of the empty level, whatever the strength `α`. -/
theorem squared_penalty_fails {k : ℝ} (hk : 0 < k) (α : ℝ) :
    ∃ x : ℝ, k * x + α * (x * (1 - x)) ^ 2 < 0 := by
  by_contra hcon
  have hmin : IsLocalMin (fun x : ℝ => k * x + α * (x * (1 - x)) ^ 2) 0 := by
    refine Filter.Eventually.of_forall fun x => ?_
    have hx := not_lt.1 (fun hx => hcon ⟨x, hx⟩)
    simpa using hx
  -- the penalty is flat at `x = 0`, so the slope there is `k`
  have hd : HasDerivAt (fun x : ℝ => k * x + α * (x * (1 - x)) ^ 2) k 0 :=
    (((hasDerivAt_id' (0 : ℝ)).const_mul k).fun_add
      ((((hasDerivAt_id' (0 : ℝ)).fun_mul
        ((hasDerivAt_id' (0 : ℝ)).const_sub 1)).fun_pow 2).const_mul α)).congr_deriv
      (by norm_num)
  exact hk.ne' (hmin.hasDerivAt_eq_zero hd)
```

## Many levels

Let finitely many levels, labelled by `ι`, have energies $e_i$ relative to the chemical potential and real occupations $x_i$. The functional is

$$\sum_i e_ix_i+\alpha P,\qquad P=\sqrt{\textstyle\sum_i (x_i(1-x_i))^2}.$$

This describes non-interacting electrons and density matrices diagonal in the Hamiltonian's eigenbasis.

```lean
variable {ι : Type*}

/-- Kohn's functional, in the version with energy linear in the occupations, for levels of energies
`e i` (relative to the chemical potential) with occupations `x i`: band energy plus `α` times the
root of the summed squared idempotency errors. -/
def kohnMany [Fintype ι] (e : ι → ℝ) (α : ℝ) (x : ι → ℝ) : ℝ :=
  ∑ i, e i * x i + α * Real.sqrt (∑ i, (x i * (1 - x i)) ^ 2)
```

The aufbau occupation $a_i$ is 1 for $e_i<0$ and 0 otherwise, so a level exactly at the chemical potential is left empty.

```lean
/-- Aufbau filling: levels below the chemical potential are occupied, all others are empty. -/
def aufbau (e : ι → ℝ) (i : ι) : ℝ := if e i < 0 then 1 else 0
```

For each level,

$$e_ix\ \ge\ e_ia_i-|e_i|\,|x(1-x)| .$$

If $e_i\ge0$, multiply $x+|x(1-x)|\ge x^2\ge0$ by $e_i$. If $e_i<0$, multiply the particle-hole mirror image $1-x+|x(1-x)|\ge(1-x)^2\ge0$ by $|e_i|$. The two cases are the branches of `split_ifs`.

```lean
/-- Moving one level from its aufbau filling to occupation `x` lowers the band energy by at most
`|e i|` times the idempotency error `|x(1 - x)|`. -/
theorem level_bound (e : ι → ℝ) (i : ι) (x : ℝ) :
    e i * aufbau e i - |e i| * |x * (1 - x)| ≤ e i * x := by
  have hy := neg_le_abs (x * (1 - x))
  unfold aufbau
  split_ifs with h
  · have hb : 0 ≤ 1 - x + |x * (1 - x)| := by nlinarith [sq_nonneg (1 - x)]
    rw [abs_of_neg h]
    nlinarith [mul_nonneg (neg_nonneg.2 h.le) hb]
  · have hb : 0 ≤ x + |x * (1 - x)| := by nlinarith [sq_nonneg x]
    rw [abs_of_nonneg (not_lt.1 h)]
    nlinarith [mul_nonneg (not_lt.1 h) hb]
```

Write $S=\sqrt{\sum_i e_i^2}$. Summing the level bounds and applying Cauchy-Schwarz gives

$$\sum_i e_ix_i+\alpha P\ \ge\ \sum_i e_ia_i+(\alpha-S)P ,$$

so $\alpha\ge S$ suffices.

If $0\le\alpha<S$, take $s=(S-\alpha)/S^2$ and $x_i=a_i-se_i$. The energy changes by $-sS^2$. Each error is $s|e_i|(1+s|e_i|)$ in modulus, and $|e_i|\le S$, so $P\le s(1+sS)S$ (`hP`). With $\alpha=S(1-sS)$ the total change is at most

$$-sS^2+sS^2(1-sS)(1+sS)=-s^3S^4<0 .$$

The theorem makes the aufbau filling a global minimum, without claiming uniqueness. For a single level of energy $k>0$, $S=k$ and the first threshold returns. For penalty-based density-matrix minimisation, the result shows that in this non-interacting, finite-level model the required strength depends on all the level energies together.

```lean
/-- Critical penalty strength for many levels: for `α ≥ 0`, the aufbau filling is a global minimum
of Kohn's functional over all real occupations if and only if `α ≥ √(∑ e i²)`. -/
theorem kohnMany_min_iff [Fintype ι] (e : ι → ℝ) {α : ℝ} (hα : 0 ≤ α) :
    (∀ x, kohnMany e α (aufbau e) ≤ kohnMany e α x) ↔
      Real.sqrt (∑ i, e i ^ 2) ≤ α := by
  have hidem : ∀ i, aufbau e i * (1 - aufbau e i) = 0 := by
    intro i
    unfold aufbau
    split_ifs <;> norm_num
  have h0 : kohnMany e α (aufbau e) = ∑ i, e i * aufbau e i := by
    simp [kohnMany, hidem]
  rw [h0]
  constructor
  · intro h
    by_contra hlt
    obtain ⟨S, hS⟩ : ∃ S, S = Real.sqrt (∑ i, e i ^ 2) := ⟨_, rfl⟩
    rw [← hS] at hlt
    have hlt' : α < S := not_le.1 hlt
    have hSpos : 0 < S := lt_of_le_of_lt hα hlt'
    have hSq : S ^ 2 = ∑ i, e i ^ 2 := by
      rw [hS]
      exact Real.sq_sqrt (Finset.sum_nonneg fun i _ => sq_nonneg (e i))
    obtain ⟨s, hs⟩ : ∃ s, s = (S - α) / S ^ 2 := ⟨_, rfl⟩
    have hspos : 0 < s := by
      rw [hs]
      exact div_pos (sub_pos.2 hlt') (by positivity)
    have hsS : s * S ^ 2 = S - α := by
      rw [hs]
      exact div_mul_cancel₀ _ (by positivity)
    have hα' : α = S - s * S ^ 2 := by linarith
    -- displace every occupation against its level energy
    have hx := h (fun i => aufbau e i - s * e i)
    unfold kohnMany at hx
    have hE : ∑ i, e i * (aufbau e i - s * e i)
        = ∑ i, e i * aufbau e i - s * S ^ 2 := by
      rw [hSq, Finset.mul_sum, ← Finset.sum_sub_distrib]
      exact Finset.sum_congr rfl fun i _ => by ring
    have hP : Real.sqrt (∑ i, ((aufbau e i - s * e i) *
        (1 - (aufbau e i - s * e i))) ^ 2) ≤ s * (1 + s * S) * S := by
      refine Real.sqrt_le_iff.2 ⟨by positivity, ?_⟩
      rw [mul_pow, hSq, Finset.mul_sum]
      refine Finset.sum_le_sum fun i _ => ?_
      have hi : |e i| ≤ S := by
        rw [hS]
        exact Real.abs_le_sqrt (Finset.single_le_sum (f := fun j => e j ^ 2)
          (fun j _ => sq_nonneg (e j)) (Finset.mem_univ i))
      have heq : ((aufbau e i - s * e i) * (1 - (aufbau e i - s * e i))) ^ 2
          = (s * (1 + s * |e i|)) ^ 2 * e i ^ 2 := by
        unfold aufbau
        split_ifs with hneg
        · rw [abs_of_neg hneg]
          ring
        · rw [abs_of_nonneg (not_lt.1 hneg)]
          ring
      rw [heq]
      gcongr
    have hαP := mul_le_mul_of_nonneg_left hP hα
    have key : -(s * S ^ 2) + α * (s * (1 + s * S) * S) = -(s ^ 3 * S ^ 4) := by
      rw [hα']
      ring
    have hpos : 0 < s ^ 3 * S ^ 4 := by positivity
    linarith
  · intro hS x
    have h1 : ∑ i, e i * aufbau e i - ∑ i, |e i| * |x i * (1 - x i)|
        ≤ ∑ i, e i * x i := by
      rw [← Finset.sum_sub_distrib]
      exact Finset.sum_le_sum fun i _ => level_bound e i (x i)
    -- Cauchy-Schwarz bounds the total energy gain
    have h2 := Real.sum_mul_le_sqrt_mul_sqrt Finset.univ
      (fun i => |e i|) (fun i => |x i * (1 - x i)|)
    simp only [sq_abs] at h2
    have h3 := mul_le_mul_of_nonneg_right hS
      (Real.sqrt_nonneg (∑ i, (x i * (1 - x i)) ^ 2))
    unfold kohnMany
    linarith

end

end KohnPenalty
```

```lean
#print axioms KohnPenalty.kohn_min_iff
#print axioms KohnPenalty.kohn_subcritical
#print axioms KohnPenalty.squared_penalty_fails
#print axioms KohnPenalty.kohnMany_min_iff
```

```
'KohnPenalty.kohn_min_iff' depends on axioms: [propext, Classical.choice, Quot.sound]
'KohnPenalty.kohn_subcritical' depends on axioms: [propext, Classical.choice, Quot.sound]
'KohnPenalty.squared_penalty_fails' depends on axioms: [propext, Classical.choice, Quot.sound]
'KohnPenalty.kohnMany_min_iff' depends on axioms: [propext, Classical.choice, Quot.sound]
```
